# Averaged over wavevectors, the eigenvalue sum of a harmonic ring crystal's dynamical matrix is \(\sum_i \Phi_{ii}(0)/m_i\)

After diagonalising the dynamical matrix at every wavevector of a periodic crystal, I add up all the squared phonon frequencies, divide by the number of wavevectors, and compare the result with the on-site force constants divided by the masses. If the two numbers differ, I look for a mistake in the Fourier sum or in the mass weighting.

The check relies on the claim that force constants between different cells, however large or long-ranged, drop out of this average: a spring between cells enters only through the on-site constants of the atoms it joins. Can that be made rigorous for a ring of \(N\) cells with any finite number of degrees of freedom per cell, and checked by machine, including the proof that the eigenvalues are real?

## Only the zero-separation block survives the average

Yes. Let \(i,j\) label the degrees of freedom in a cell, with masses \(m_i>0\). Let \(\Phi_{ij}(R)\) be the real force constant between \(i\) in cell \(0\) and \(j\) in cell \(R\), where \(R\) is taken modulo \(N\). For a wavevector label \(k\), also modulo \(N\), define

\[
D_{ij}(k)=\sum_R \frac{\Phi_{ij}(R)}{\sqrt{m_i}\sqrt{m_j}}\,e^{2\pi i kR/N},
\]

where the \(i\) in the exponent is the imaginary unit.

**Real eigenvalues.** Force constants are second derivatives of a potential energy, so the order of differentiation does not matter, and translation by a cell gives \(\Phi(-R)=\Phi(R)^{\mathsf T}\). Conjugating \(D_{ji}(k)\) reverses the phase, and replacing \(R\) by \(-R\) restores it:

\[
\overline{D_{ji}(k)}=\sum_R \frac{\Phi_{ji}(-R)}{\sqrt{m_i}\sqrt{m_j}}\,e^{2\pi i kR/N}
=\sum_R \frac{\Phi_{ij}(R)}{\sqrt{m_i}\sqrt{m_j}}\,e^{2\pi i kR/N}=D_{ij}(k).
\]

So \(D(k)\) is Hermitian, and its eigenvalues \(\lambda_\nu(k)\), with \(\nu\) labelling the branches, are real.

**The trace.** On the diagonal the two square roots multiply to \(m_i\), hence

\[
\operatorname{tr}D(k)=\sum_R t(R)\,e^{2\pi i kR/N},\qquad t(R)=\sum_i\frac{\Phi_{ii}(R)}{m_i}.
\]

**Orthogonality.** For \(R\neq0\) modulo \(N\), put \(q=e^{2\pi iR/N}\). Then \(q\ne1\) and \(q^N=1\), so \(\sum_{k=0}^{N-1}q^k=(q^N-1)/(q-1)=0\). For \(R=0\) the sum is \(N\). Therefore, for every separation \(S\),

\[
\frac1N\sum_k e^{-2\pi i kS/N}\operatorname{tr}D(k)
=\sum_R t(R)\,\frac1N\sum_k e^{2\pi i k(R-S)/N}=t(S).
\]

At \(S=0\), since the trace is the sum of the eigenvalues,

\[
\frac1N\sum_k\sum_\nu\lambda_\nu(k)=\sum_i\frac{\Phi_{ii}(0)}{m_i}.
\]

**Isotopes, translations and a diatomic chain.** Changing \(m_a\) to \(m'\) in every cell at fixed force constants alters one term, so the mean shifts by \(\Phi_{aa}(0)(1/m'-1/m_a)\). If each row of force constants sums to zero, \(\sum_{R,j}\Phi_{ij}(R)=0\), then

\[
\Phi_{ii}(0)=-\sum_{(R,j)\neq(0,i)}\Phi_{ij}(R),
\]

which expresses the mean through couplings to other degrees of freedom. In a chain with atoms \(0\) and \(1\) per cell, joined by a spring \(K\) within the cell and \(G\) between cells, each atom touches both springs. Thus \(\Phi_{00}(0)=\Phi_{11}(0)=K+G\), and the mean is \((K+G)(1/m_0+1/m_1)\).

Here is the complete Lean file.

```lean
import Mathlib

open Matrix

namespace BlochTraceRule

noncomputable section

variable {N : ℕ} [NeZero N] {n : Type*} [Fintype n] [DecidableEq n]

/-- The Bloch dynamical matrix at wavevector `k`: the lattice Fourier sum of the force constants `Φ
R` with phases `exp (2πi k R / N)`, weighted by inverse square roots of the masses. The physical
case is positive masses. -/
def dynMat (m : n → ℝ) (Φ : ZMod N → Matrix n n ℝ) (k : ZMod N) : Matrix n n ℂ :=
  Matrix.of fun i j =>
    ∑ R : ZMod N, ((Φ R i j / (Real.sqrt (m i) * Real.sqrt (m j)) : ℝ) : ℂ) *
      ZMod.stdAddChar (k * R)

omit [Fintype n] [DecidableEq n] in
/-- Reciprocity of the force constants, `Φ(-R) = Φ(R)ᵀ`, makes the dynamical matrix Hermitian
at every wavevector. -/
theorem dynMat_isHermitian (m : n → ℝ) (Φ : ZMod N → Matrix n n ℝ)
    (h : ∀ R, Φ (-R) = (Φ R)ᵀ) (k : ZMod N) : (dynMat m Φ k).IsHermitian := by
  refine Matrix.IsHermitian.ext fun i j => ?_
  simp only [dynMat, Matrix.of_apply, star_sum]
  -- conjugating the phase amounts to reversing the lattice vector
  refine Fintype.sum_equiv (Equiv.neg _) _ _ fun R => ?_
  simp only [Equiv.neg_apply, h R, Matrix.transpose_apply, mul_neg, AddChar.map_neg_eq_conj,
    Complex.star_def, map_mul, Complex.conj_ofReal]
  rw [mul_comm (Real.sqrt (m j))]

/-- The sum over all branches of the eigenvalues of the dynamical matrix, averaged over the `N`
wavevectors. The physical case is positive masses. -/
def meanEigenvalueSum (m : n → ℝ) (Φ : ZMod N → Matrix n n ℝ)
    (h : ∀ R, Φ (-R) = (Φ R)ᵀ) : ℝ :=
  (∑ k : ZMod N, ∑ i, (dynMat_isHermitian m Φ h k).eigenvalues i) / N

/-- Summed over all wavevectors, the Bloch phases of a lattice vector `R` give `N` if `R = 0`
and cancel otherwise. -/
theorem sum_phase (R : ZMod N) :
    ∑ k : ZMod N, (ZMod.stdAddChar (k * R) : ℂ) = if R = 0 then (N : ℂ) else 0 := by
  rw [AddChar.sum_mulShift R (ZMod.isPrimitive_stdAddChar N)]
  simp [ZMod.card]

omit [DecidableEq n] in
/-- The trace of the dynamical matrix is a lattice Fourier sum whose coefficients are the
mass-weighted traces of the force constants. -/
theorem trace_dynMat (m : n → ℝ) (hm : ∀ i, 0 < m i) (Φ : ZMod N → Matrix n n ℝ)
    (k : ZMod N) :
    (dynMat m Φ k).trace =
      ∑ R : ZMod N, ((∑ i, Φ R i i / m i : ℝ) : ℂ) * ZMod.stdAddChar (k * R) := by
  simp only [Matrix.trace, Matrix.diag_apply, dynMat, Matrix.of_apply]
  rw [Finset.sum_comm]
  refine Finset.sum_congr rfl fun R _ => ?_
  rw [Complex.ofReal_sum, Finset.sum_mul]
  refine Finset.sum_congr rfl fun i _ => ?_
  rw [Real.mul_self_sqrt (hm i).le]

omit [DecidableEq n] in
/-- The Fourier component at lattice vector `S` of the trace of the dynamical matrix is the
mass-weighted trace of the force constants `Φ S`. -/
theorem fourier_trace (m : n → ℝ) (hm : ∀ i, 0 < m i) (Φ : ZMod N → Matrix n n ℝ)
    (S : ZMod N) :
    (∑ k : ZMod N, ZMod.stdAddChar (-(k * S)) * (dynMat m Φ k).trace) / (N : ℂ) =
      ((∑ i, Φ S i i / m i : ℝ) : ℂ) := by
  have hN : (N : ℂ) ≠ 0 := Nat.cast_ne_zero.mpr (NeZero.ne N)
  -- exchange the sums over wavevectors and cells
  have h : ∑ k : ZMod N, ZMod.stdAddChar (-(k * S)) * (dynMat m Φ k).trace =
      ∑ R : ZMod N, ((∑ i, Φ R i i / m i : ℝ) : ℂ) *
        ∑ k : ZMod N, (ZMod.stdAddChar (k * (R - S)) : ℂ) := by
    simp_rw [trace_dynMat m hm Φ, Finset.mul_sum]
    rw [Finset.sum_comm]
    refine Finset.sum_congr rfl fun R _ => Finset.sum_congr rfl fun k _ => ?_
    have hp : k * (R - S) = -(k * S) + k * R := by ring
    rw [hp, AddChar.map_add_eq_mul]
    ring
  -- only the cell `R = S` survives
  rw [h, Finset.sum_eq_single S]
  · rw [sum_phase, if_pos (sub_self S), mul_div_assoc, div_self hN, mul_one]
  · intro R _ hR
    rw [sum_phase, if_neg (sub_ne_zero.mpr hR), mul_zero]
  · intro hS
    exact absurd (Finset.mem_univ S) hS

/-- Trace rule: the eigenvalue sum of the dynamical matrix, averaged over the wavevectors, equals
the sum of the on-site force constants divided by the masses. -/
theorem meanEigenvalueSum_eq (m : n → ℝ) (hm : ∀ i, 0 < m i) (Φ : ZMod N → Matrix n n ℝ)
    (h : ∀ R, Φ (-R) = (Φ R)ᵀ) :
    meanEigenvalueSum m Φ h = ∑ i, Φ 0 i i / m i := by
  have h0 := fourier_trace m hm Φ 0
  simp only [mul_zero, neg_zero, AddChar.map_zero_eq_one, one_mul] at h0
  apply Complex.ofReal_injective
  rw [← h0, meanEigenvalueSum]
  push_cast
  congr 1
  refine Finset.sum_congr rfl fun k _ => ?_
  exact (dynMat_isHermitian m Φ h k).trace_eq_sum_eigenvalues.symm

/-- Isotope shift: replacing the mass of `a` by `m'` at fixed force constants changes the mean
eigenvalue sum by the on-site force constant of `a` times the change of its inverse mass. -/
theorem isotope_shift (m : n → ℝ) (hm : ∀ i, 0 < m i) (Φ : ZMod N → Matrix n n ℝ)
    (h : ∀ R, Φ (-R) = (Φ R)ᵀ) (a : n) (m' : ℝ) (hm' : 0 < m') :
    meanEigenvalueSum (Function.update m a m') Φ h - meanEigenvalueSum m Φ h =
      Φ 0 a a * (1 / m' - 1 / m a) := by
  have hu : ∀ i, 0 < Function.update m a m' i := by
    intro i
    by_cases hi : i = a
    · rw [hi, Function.update_self]
      exact hm'
    · rw [Function.update_of_ne hi]
      exact hm i
  rw [meanEigenvalueSum_eq _ hu, meanEigenvalueSum_eq _ hm, ← Finset.sum_sub_distrib,
    Finset.sum_eq_single a]
  · rw [Function.update_self]
    ring
  · intro i _ hi
    rw [Function.update_of_ne hi, sub_self]
  · intro ha
    exact absurd (Finset.mem_univ a) ha

/-- If the force constants in each row sum to zero, the mean eigenvalue sum is given by the
couplings of each `i` to all other degrees of freedom in the crystal. -/
theorem meanEigenvalueSum_of_acoustic (m : n → ℝ) (hm : ∀ i, 0 < m i)
    (Φ : ZMod N → Matrix n n ℝ) (h : ∀ R, Φ (-R) = (Φ R)ᵀ)
    (hA : ∀ i, ∑ R, ∑ j, Φ R i j = 0) :
    meanEigenvalueSum m Φ h =
      ∑ i, (-∑ p ∈ (Finset.univ : Finset (ZMod N × n)).erase (0, i), Φ p.1 i p.2) / m i := by
  rw [meanEigenvalueSum_eq m hm]
  refine Finset.sum_congr rfl fun i _ => ?_
  have h1 : ∑ p : ZMod N × n, Φ p.1 i p.2 = 0 := by
    rw [Fintype.sum_prod_type]
    exact hA i
  -- split the self-term off the full row sum
  have h2 : Φ 0 i i + ∑ p ∈ (Finset.univ : Finset (ZMod N × n)).erase (0, i), Φ p.1 i p.2 =
      ∑ p : ZMod N × n, Φ p.1 i p.2 :=
    Finset.add_sum_erase Finset.univ (fun p : ZMod N × n => Φ p.1 i p.2)
      (Finset.mem_univ (0, i))
  congr 1
  linarith

/-- Force constants of a chain with two atoms per cell, joined by springs `K` within a cell and
`G` between neighbouring cells. -/
def diatomicChain (K G : ℝ) (R : ZMod N) : Matrix (Fin 2) (Fin 2) ℝ :=
  !![if R = 0 then K + G else 0, -(if R = 0 then K else 0) - (if R = -1 then G else 0);
     -(if R = 0 then K else 0) - (if R = 1 then G else 0), if R = 0 then K + G else 0]

/-- The diatomic chain satisfies reciprocity and the acoustic sum rule. -/
theorem diatomicChain_witness (K G : ℝ) :
    (∀ R : ZMod N, diatomicChain K G (-R) = (diatomicChain K G R)ᵀ) ∧
      ∀ i, ∑ R : ZMod N, ∑ j, diatomicChain K G R i j = 0 := by
  constructor
  · intro R
    ext i j
    fin_cases i <;> fin_cases j <;> simp [diatomicChain, neg_eq_iff_eq_neg]
  · intro i
    fin_cases i <;>
      simp [diatomicChain, Fin.sum_univ_two, Finset.sum_add_distrib, Finset.sum_sub_distrib]

/-- For the diatomic chain the mean eigenvalue sum is the total spring constant `K + G` times the
sum of the inverse masses. -/
theorem diatomicChain_mean (K G : ℝ) (m : Fin 2 → ℝ) (hm : ∀ i, 0 < m i) :
    meanEigenvalueSum m (diatomicChain (N := N) K G) (diatomicChain_witness K G).1 =
      (K + G) * (1 / m 0 + 1 / m 1) := by
  have h0 : diatomicChain (N := N) K G 0 0 0 = K + G := by simp [diatomicChain]
  have h1 : diatomicChain (N := N) K G 0 1 1 = K + G := by simp [diatomicChain]
  rw [meanEigenvalueSum_eq m hm, Fin.sum_univ_two, h0, h1]
  ring

end

end BlochTraceRule
```

```lean
#print axioms BlochTraceRule.meanEigenvalueSum_eq
#print axioms BlochTraceRule.isotope_shift
#print axioms BlochTraceRule.meanEigenvalueSum_of_acoustic
#print axioms BlochTraceRule.diatomicChain_mean
```

```
'BlochTraceRule.meanEigenvalueSum_eq' depends on axioms: [propext, Classical.choice, Quot.sound]
'BlochTraceRule.isotope_shift' depends on axioms: [propext, Classical.choice, Quot.sound]
'BlochTraceRule.meanEigenvalueSum_of_acoustic' depends on axioms: [propext, Classical.choice, Quot.sound]
'BlochTraceRule.diatomicChain_mean' depends on axioms: [propext, Classical.choice, Quot.sound]
```

## How the Lean objects describe the crystal

Cells and wavevectors are both elements of `ZMod N`, with `N` nonzero; a single cell is allowed. The finite type `n` labels the degrees of freedom per cell, `Φ R i j` is \(\Phi_{ij}(R)\), and `ZMod.stdAddChar (k * R)` is the phase \(e^{2\pi i kR/N}\). The phase depends on the cell only, not on atomic positions inside it. `dynMat` is \(D(k)\).

The quantity `meanEigenvalueSum` takes the reciprocity hypothesis `h` as an argument, because Mathlib's real `eigenvalues` are attached to a proof that the matrix is Hermitian. They are counted with multiplicity. No stability is assumed: a negative eigenvalue, meaning an imaginary frequency, enters the sum with its sign.

The main theorem, `meanEigenvalueSum_eq`, says that for positive masses and reciprocal force constants this mean equals `∑ i, Φ 0 i i / m i`. The more general `fourier_trace` recovers \(t(S)\) for every `S` and does not need reciprocity.

In `isotope_shift`, `Function.update m a m'` changes the mass of one degree of freedom in all cells. An atom with three Cartesian components has three such entries. The hypothesis `hA` in `meanEigenvalueSum_of_acoustic` says that no force arises when all coordinates are displaced equally. With one coordinate per atom this is invariance under translation; with Cartesian components it is invariance under translation along \((1,1,1)\), and the couplings in the formula then include those between different components of the same atom.

The model is a harmonic, one-dimensional ring of finite size, and the average runs over exactly its \(N\) wavevectors. The force constants are those of the ring, with periodic images folded in. Within this harmonic model, if it is stable, the result also fixes the leading high-temperature quantum correction to the classical vibrational free energy, which is proportional to the sum of squared frequencies.

## From reciprocity to the eigenvalue sum in Lean

`dynMat_isHermitian` compares matrix entries. `Fintype.sum_equiv (Equiv.neg _)` carries out the substitution \(R\to-R\), and `AddChar.map_neg_eq_conj` identifies the reversed phase with its complex conjugate.

`sum_phase` is the orthogonality relation. Where the derivation above sums a geometric series, Lean uses the fact that the standard character is primitive, through `AddChar.sum_mulShift`.

`trace_dynMat` exchanges the sums over `i` and `R`, then applies `Real.mul_self_sqrt` to turn \(\sqrt{m_i}\sqrt{m_i}\) into \(m_i\). This is where positivity of the masses enters.

`fourier_trace` exchanges the sums over wavevectors and cells and combines the two phases into one with argument `k * (R - S)`. `Finset.sum_eq_single S` then keeps the only nonzero term, and the factor \(N\) cancels.

`meanEigenvalueSum_eq` sets `S` to zero, where the extra phase is 1. It compares the two real numbers as complex ones, and `trace_eq_sum_eigenvalues` replaces each trace by its eigenvalue sum.

The consequences follow by short arguments. `isotope_shift` subtracts two instances of the main theorem and keeps the term at `a`. `meanEigenvalueSum_of_acoustic` uses `Finset.add_sum_erase` to separate the self-term from the full row sum. `diatomicChain_witness` checks reciprocity entry by entry and the acoustic sum rule row by row, and `diatomicChain_mean` inserts the two diagonal entries into the main theorem.

## Four cells by hand, and a chain pinned to a substrate

Take four cells with one atom of mass \(m\) each and nearest-neighbour springs \(\kappa\). Then \(\Phi(0)=2\kappa\), \(\Phi(1)=\Phi(3)=-\kappa\) and \(\Phi(2)=0\), so

\[
\lambda(k)=\frac{2\kappa}{m}\left(1-\cos\frac{\pi k}{2}\right).
\]

For \(k=0,1,2,3\) this gives \(0,2,4,2\) in units of \(\kappa/m\). The average is \(2\kappa/m=\Phi(0)/m\), although the values at \(k=0\) and \(k=2\) are far from it. Weighting with the phases for \(S=1\), which are \(1,-i,-1,i\), gives \((0-2i-4+2i)/4=-1\), which is \(\Phi(1)/m\) in the same units.

The formula in `meanEigenvalueSum_of_acoustic` can fail when the rows do not sum to zero. Tie each atom to a fixed substrate by a spring \(\kappa>0\) and remove all springs between atoms. Now \(\Phi(0)=\kappa\) and every other block vanishes, so each row sums to \(\kappa\), not to zero. The mean is \(\kappa/m\), as the main theorem requires, but the expression built from couplings to other atoms gives \(0\).
